# Non-interacting orbitals in a variable cell: energy is conserved when the cell force includes the overlap term

In a plane-wave simulation with ultrasoft pseudopotentials, the orbitals are orthonormal with respect to an overlap operator $S$ that contains the atomic projectors. When the cell changes shape, the plane-wave components of the projectors change, and $S$ with them. If the cell itself moves dynamically, what must the force on it contain for the energy to be conserved?

Take real orbitals $c_i$ and one cell parameter $h$. Write $v_i$, $a_i$ for the velocity and acceleration of $c_i$, and $w$, $b$ for those of $h$. A prime means a derivative with respect to $h$. The equations are

$$\mu a_i=-Hc_i+\sum_j\Lambda_{ij}Sc_j,\qquad Wb=-\sum_i c_i\cdot H'c_i+\kappa F,\qquad F=\sum_{ij}\Lambda_{ij}\,c_i\cdot S'c_j,$$

with $c_i\cdot Sc_j=\delta_{ij}$. Here $\mu$ is the fictitious orbital mass, $W$ the cell mass and $\Lambda$ the matrix of constraint multipliers. The number $\kappa$ is the fraction of the overlap force $F$ that acts on the cell: 1 for the full force, 0 if it is omitted. The energy is

$$E=\mu\sum_i|v_i|^2+\tfrac12Ww^2+\sum_i c_i\cdot Hc_i ,$$

and the result is $\dot E=(\kappa-1)\,wF$.

In Lean 4 with Mathlib:

```lean
import Mathlib

open Matrix

namespace UltrasoftVariableCell

noncomputable section

variable {n m : Type*} [Fintype n] [Fintype m]
```

The matrix element $u\cdot Av$, the force $F$ and the energy $E$ are `braket`, `overlapForce` and `energy`.

```lean
/-- The matrix element `u · A v` of a real operator `A`. -/
def braket (A : Matrix n n ℝ) (u v : n → ℝ) : ℝ := u ⬝ᵥ (A *ᵥ v)

/-- The overlap part of the cell force, `∑ Λ_ij c_i · S' c_j`, where `S'` is the derivative of the
overlap operator with respect to the cell parameter. -/
def overlapForce (S' : Matrix n n ℝ) (L : Matrix m m ℝ) (c : m → n → ℝ) : ℝ :=
  ∑ i, ∑ j, L i j * braket S' (c i) (c j)

/-- Fictitious kinetic energy of the orbitals (velocities `v`), kinetic energy of the cell
(velocity `w`), and electronic energy `∑ c_i · H(h) c_i`, at time `t`. -/
def energy (μ W : ℝ) (H : ℝ → Matrix n n ℝ) (c v : ℝ → m → n → ℝ) (h w : ℝ → ℝ) (t : ℝ) : ℝ :=
  μ * ∑ i, v t i ⬝ᵥ v t i + W * w t ^ 2 / 2 + ∑ i, braket (H (h t)) (c t i) (c t i)
```

The finite types `n` and `m` label basis functions and orbitals. The kinetic term has no factor $\tfrac12$, which matches an orbital force $-Hc_i$ instead of $-2Hc_i$. The hypotheses are collected in one structure, and energy conservation is not among them.

```lean
/-- Orbitals `c` (velocity `v`, acceleration `a`) and cell parameter `h` (velocity `w`, acceleration
`b`) obey the variable-cell equations of motion with symmetric multipliers `L` and `S`-orthonormal
orbitals; the overlap part of the cell force is multiplied by `κ`. The matrices `H` and `S` are
symmetric, with derivatives `H'` and `S'` in the cell parameter. -/
structure IsCellTrajectory [DecidableEq m] (κ μ W : ℝ) (H H' S S' : ℝ → Matrix n n ℝ)
    (L : ℝ → Matrix m m ℝ) (c v a : ℝ → m → n → ℝ) (h w b : ℝ → ℝ) : Prop where
  H_symm : ∀ x, (H x).IsSymm
  S_symm : ∀ x, (S x).IsSymm
  L_symm : ∀ t, (L t).IsSymm
  H_deriv : ∀ x i j, HasDerivAt (fun y => H y i j) (H' x i j) x
  S_deriv : ∀ x i j, HasDerivAt (fun y => S y i j) (S' x i j) x
  c_deriv : ∀ t i, HasDerivAt (fun s => c s i) (v t i) t
  v_deriv : ∀ t i, HasDerivAt (fun s => v s i) (a t i) t
  h_deriv : ∀ t, HasDerivAt h (w t) t
  w_deriv : ∀ t, HasDerivAt w (b t) t
  orbital_eq : ∀ t i,
    μ • a t i = -(H (h t) *ᵥ c t i) + ∑ j, L t i j • (S (h t) *ᵥ c t j)
  cell_eq : ∀ t, W * b t =
    -∑ i, braket (H' (h t)) (c t i) (c t i) + κ * overlapForce (S' (h t)) (L t) (c t)
  ortho : ∀ t i j, braket (S (h t)) (c t i) (c t j) = (1 : Matrix m m ℝ) i j
```

`H` and `S` depend on the cell parameter alone, so the orbitals do not interact through a self-consistent density. The atoms have no motion of their own, and time is continuous. The masses may be any real numbers.

## Symmetric $H$, $S$ and $\Lambda$

Symmetry of $H$ and $S$ is Hermiticity for real orbitals. Symmetry of $\Lambda$ reflects that the constraints for $(i,j)$ and $(j,i)$ are the same condition.

By hand, symmetry of $H$ gives $c_i\cdot Hv_i=v_i\cdot Hc_i$. Symmetry of $S$ and $\Lambda$, after exchanging the summation labels, gives

$$\sum_{ij}\Lambda_{ij}\,c_i\cdot Sv_j=\sum_{ij}\Lambda_{ij}\,v_i\cdot Sc_j .$$

In the proof, `braket_comm` supplies the exchange of vectors, and the step `hswap` below combines it with `L_symm`.

```lean
/-- Matrix elements of a real symmetric operator are symmetric. -/
theorem braket_comm {A : Matrix n n ℝ} (hA : A.IsSymm) (u v : n → ℝ) :
    braket A u v = braket A v u := by
  unfold braket
  rw [Matrix.dotProduct_mulVec, ← Matrix.mulVec_transpose, hA.eq, dotProduct_comm]
```

With a non-symmetric $\Lambda$ the energy rate would gain $\sum_{ij}(\Lambda_{ij}-\Lambda_{ji})\,v_i\cdot Sc_j$.

## Smooth dependence on the cell

The entries of $H$ and $S$ are differentiable in $h$, in a basis of fixed size. This describes a plane-wave set whose integer labels stay fixed while the cell deforms. If plane waves entered or left at a cutoff during the motion, the matrices would change size and $H'$, $S'$ would lose their meaning there.

For $A=H$ or $S$, the chain rule on the entries and the product rule on the double sum give

$$\frac{d}{dt}\bigl(c_i\cdot A(h)c_j\bigr)=v_i\cdot Ac_j+w\,c_i\cdot A'c_j+c_i\cdot Av_j .$$

The lemma proves this for any two moving vectors in the same way: `h0` is the chain rule, `h1` and `h2` are the two sums.

```lean
/-- Product rule for a matrix element `u · A(h) v` when both vectors and the cell parameter move
differentiably and `A` is differentiable in the cell parameter. -/
theorem hasDerivAt_braket {A : ℝ → Matrix n n ℝ} {A' : Matrix n n ℝ} {u v : ℝ → n → ℝ}
    {u' v' : n → ℝ} {h : ℝ → ℝ} {w t : ℝ}
    (hA : ∀ i j, HasDerivAt (fun y => A y i j) (A' i j) (h t)) (hh : HasDerivAt h w t)
    (hu : HasDerivAt u u' t) (hv : HasDerivAt v v' t) :
    HasDerivAt (fun s => braket (A (h s)) (u s) (v s))
      (braket (A (h t)) u' (v t) + w * braket A' (u t) (v t) + braket (A (h t)) (u t) v') t := by
  have h0 : ∀ i j, HasDerivAt (fun s => A (h s) i j) (A' i j * w) t :=
    fun i j => (hA i j).comp t hh
  have h1 : ∀ i, HasDerivAt (fun s => ∑ j, A (h s) i j * v s j)
      (∑ j, (A' i j * w * v t j + A (h t) i j * v' j)) t := fun i =>
    HasDerivAt.fun_sum fun j _ => (h0 i j).fun_mul (hasDerivAt_pi.1 hv j)
  have h2 : HasDerivAt (fun s => ∑ i, u s i * ∑ j, A (h s) i j * v s j)
      (∑ i, (u' i * ∑ j, A (h t) i j * v t j
        + u t i * ∑ j, (A' i j * w * v t j + A (h t) i j * v' j))) t :=
    HasDerivAt.fun_sum fun i _ => (hasDerivAt_pi.1 hu i).fun_mul (h1 i)
  refine h2.congr_deriv ?_
  simp only [braket, dotProduct, Matrix.mulVec, Finset.mul_sum, ← Finset.sum_add_distrib]
  exact Finset.sum_congr rfl fun i _ => Finset.sum_congr rfl fun j _ => by ring
```

## Orthonormality at every instant

The orbitals stay $S$-orthonormal while $S$ itself moves. Setting the time derivative of $c_i\cdot Sc_j=\delta_{ij}$ to zero gives

$$v_i\cdot Sc_j+w\,c_i\cdot S'c_j+c_i\cdot Sv_j=0 .$$

Multiply by $\Lambda_{ij}$, sum, and use the symmetry above:

$$2\sum_{ij}\Lambda_{ij}\,v_i\cdot Sc_j=-wF .$$

The constraint forces therefore do work on the orbitals whenever $wF\neq0$. In `constraint_power`, `hz` is the differentiated constraint and `hs` its weighted sum.

```lean
variable [DecidableEq m] {κ μ W : ℝ} {H H' S S' : ℝ → Matrix n n ℝ} {L : ℝ → Matrix m m ℝ}
  {c v a : ℝ → m → n → ℝ} {h w b : ℝ → ℝ}

/-- Along a trajectory, the power of the constraint forces on the orbitals is minus the cell
velocity times the overlap part of the cell force. -/
theorem constraint_power (D : IsCellTrajectory κ μ W H H' S S' L c v a h w b) (t : ℝ) :
    2 * ∑ i, ∑ j, L t i j * braket (S (h t)) (v t i) (c t j)
      = -(w t * overlapForce (S' (h t)) (L t) (c t)) := by
  -- the orthonormality condition has zero time derivative
  have hz : ∀ i j, braket (S (h t)) (v t i) (c t j) + w t * braket (S' (h t)) (c t i) (c t j)
      + braket (S (h t)) (c t i) (v t j) = 0 := by
    intro i j
    have h1 := hasDerivAt_braket (D.S_deriv (h t)) (D.h_deriv t) (D.c_deriv t i) (D.c_deriv t j)
    have h2 : HasDerivAt (fun s => braket (S (h s)) (c s i) (c s j)) 0 t := by
      simp only [D.ortho]
      exact hasDerivAt_const t _
    exact h1.unique h2
  have hs : ∑ i, ∑ j, L t i j * (braket (S (h t)) (v t i) (c t j)
      + w t * braket (S' (h t)) (c t i) (c t j) + braket (S (h t)) (c t i) (v t j)) = 0 :=
    Finset.sum_eq_zero fun i _ => Finset.sum_eq_zero fun j _ => by rw [hz, mul_zero]
  -- symmetry of the multipliers and of S makes the two velocity terms equal
  have hswap : ∑ i, ∑ j, L t i j * braket (S (h t)) (c t i) (v t j)
      = ∑ i, ∑ j, L t i j * braket (S (h t)) (v t i) (c t j) := by
    rw [Finset.sum_comm]
    refine Finset.sum_congr rfl fun p _ => Finset.sum_congr rfl fun q _ => ?_
    rw [braket_comm (D.S_symm _) (c t q) (v t p), (D.L_symm t).apply p q]
  have hw : ∑ i, ∑ j, L t i j * (w t * braket (S' (h t)) (c t i) (c t j))
      = w t * overlapForce (S' (h t)) (L t) (c t) := by
    simp only [overlapForce, Finset.mul_sum]
    exact Finset.sum_congr rfl fun i _ => Finset.sum_congr rfl fun j _ => by ring
  simp only [mul_add, Finset.sum_add_distrib] at hs
  rw [hswap, hw] at hs
  linarith
```

Only the constancy of the overlaps $G_{ij}=c_i\cdot Sc_j$ enters. If they drifted, $\dot E$ would gain $\sum_{ij}\Lambda_{ij}\dot G_{ij}$.

## The two equations of motion

Differentiating the energy, with $H$ symmetric, gives

$$\dot E=2\mu\sum_i v_i\cdot a_i+Wbw+\sum_i\bigl(2v_i\cdot Hc_i+w\,c_i\cdot H'c_i\bigr).$$

The orbital equation, projected on $v_i$, and the cell equation, multiplied by $w$, give

$$2\mu\sum_i v_i\cdot a_i=-2\sum_i v_i\cdot Hc_i+2\sum_{ij}\Lambda_{ij}\,v_i\cdot Sc_j,$$

$$Wbw=-w\sum_i c_i\cdot H'c_i+\kappa wF .$$

The terms in $H$ and $H'$ cancel. What remains is the constraint power $-wF$ plus $\kappa wF$, hence $\dot E=(\kappa-1)wF$.

In `energy_rate`, `hK`, `hW` and `hP` differentiate the three parts of the energy, `hO` is the projection on $v_i$, and the last line adds the cell equation and the constraint power. An additional force $f$ on the cell, such as a thermostat or barostat coupling, would add $fw$ to the rate.

```lean
/-- If a fraction `κ` of the overlap force acts on the cell, the energy changes at the rate
`(κ - 1) w ∑ Λ_ij c_i · S' c_j`, where `w` is the cell velocity. -/
theorem energy_rate (D : IsCellTrajectory κ μ W H H' S S' L c v a h w b) (t : ℝ) :
    HasDerivAt (energy μ W H c v h w)
      ((κ - 1) * (w t * overlapForce (S' (h t)) (L t) (c t))) t := by
  have hK : HasDerivAt (fun s => ∑ i, v s i ⬝ᵥ v s i) (∑ i, 2 * (v t i ⬝ᵥ a t i)) t := by
    refine HasDerivAt.fun_sum fun i _ => ?_
    have h1 : HasDerivAt (fun s => ∑ k, v s i k * v s i k)
        (∑ k, (a t i k * v t i k + v t i k * a t i k)) t :=
      HasDerivAt.fun_sum fun k _ =>
        (hasDerivAt_pi.1 (D.v_deriv t i) k).fun_mul (hasDerivAt_pi.1 (D.v_deriv t i) k)
    refine h1.congr_deriv ?_
    simp only [dotProduct, Finset.mul_sum]
    exact Finset.sum_congr rfl fun k _ => by ring
  have hW : HasDerivAt (fun s => W * w s ^ 2 / 2) (W * b t * w t) t := by
    have e : (fun s => W * w s ^ 2 / 2) = fun s => W / 2 * (w s * w s) := by
      funext s
      ring
    rw [e]
    exact (((D.w_deriv t).fun_mul (D.w_deriv t)).const_mul (W / 2)).congr_deriv (by ring)
  have hP : HasDerivAt (fun s => ∑ i, braket (H (h s)) (c s i) (c s i))
      (∑ i, (2 * braket (H (h t)) (v t i) (c t i)
        + w t * braket (H' (h t)) (c t i) (c t i))) t := by
    refine HasDerivAt.fun_sum fun i _ => ?_
    refine (hasDerivAt_braket (D.H_deriv (h t)) (D.h_deriv t) (D.c_deriv t i)
      (D.c_deriv t i)).congr_deriv ?_
    rw [braket_comm (D.H_symm _) (c t i) (v t i)]
    ring
  have hsum : ∀ (x : n → ℝ) (f : m → n → ℝ), x ⬝ᵥ (∑ j, f j) = ∑ j, x ⬝ᵥ f j := by
    intro x f
    simp only [dotProduct, Finset.sum_apply, Finset.mul_sum]
    exact Finset.sum_comm
  -- project the orbital equation of motion on the orbital velocity
  have hO : ∀ i, μ * (v t i ⬝ᵥ a t i) = -braket (H (h t)) (v t i) (c t i)
      + ∑ j, L t i j * braket (S (h t)) (v t i) (c t j) := by
    intro i
    have e := congrArg (fun x => v t i ⬝ᵥ x) (D.orbital_eq t i)
    simp only [dotProduct_add, dotProduct_neg, hsum, dotProduct_smul, smul_eq_mul] at e
    exact e
  have hM : μ * ∑ i, 2 * (v t i ⬝ᵥ a t i) = ∑ i, 2 * (-braket (H (h t)) (v t i) (c t i)
      + ∑ j, L t i j * braket (S (h t)) (v t i) (c t j)) := by
    rw [Finset.mul_sum]
    exact Finset.sum_congr rfl fun i _ => by linear_combination 2 * hO i
  refine (((hK.const_mul μ).fun_add hW).fun_add hP).congr_deriv ?_
  rw [hM]
  simp only [Finset.sum_add_distrib, ← Finset.mul_sum, Finset.sum_neg_distrib]
  linear_combination w t * D.cell_eq t + constraint_power D t
```

For $\kappa=1$ the derivative vanishes everywhere, so the energy is equal at any two times.

```lean
/-- With the full overlap force on the cell, the energy is the same at all times. -/
theorem energy_conserved (D : IsCellTrajectory 1 μ W H H' S S' L c v a h w b) (t s : ℝ) :
    energy μ W H c v h w t = energy μ W H c v h w s := by
  refine is_const_of_deriv_eq_zero (fun x => (energy_rate D x).differentiableAt) (fun x => ?_) t s
  rw [(energy_rate D x).deriv]
  ring
```

For $\kappa=0$ the rate is $-wF$.

```lean
/-- Without the overlap force on the cell, the energy changes at the rate `-w ∑ Λ_ij c_i · S' c_j`,
where `w` is the cell velocity. -/
theorem energy_drift (D : IsCellTrajectory 0 μ W H H' S S' L c v a h w b) (t : ℝ) :
    HasDerivAt (energy μ W H c v h w) (-(w t * overlapForce (S' (h t)) (L t) (c t))) t :=
  (energy_rate D t).congr_deriv (by ring)
```

In a converged ground state $\Lambda$ can be taken diagonal, with the eigenvalues $\varepsilon_i$, and the full cell force becomes $-\sum_i c_i\cdot(H'-\varepsilon_iS')c_i$. Ultrasoft stress routines contain this combination: derivatives of the projectors are contracted with $D_{kl}-\varepsilon_i q_{kl}$, where $k$ and $l$ number the projectors, $D_{kl}$ are the nonlocal coefficients and $q_{kl}$ the integrated augmentation charges. In a variable-cell run, a drift caused by a missing $q_{kl}$ term does not disappear as the time step is reduced, unlike integration error.

## An orbital that shows the drift

All the hypotheses are satisfied, for every $\kappa$, by one orbital with one component and unit masses:

$$h=t,\quad c=e^t,\quad S=e^{-2h},\quad H=e^{-2\kappa h}-1,\quad \Lambda=e^{(2-2\kappa)t}.$$

```lean
/-- A real function regarded as a family of one-by-one matrices. -/
def scalarOp (f : ℝ → ℝ) (x : ℝ) : Matrix (Fin 1) (Fin 1) ℝ := Matrix.of fun _ _ => f x

/-- A single orbital with one component, growing as `exp t`. -/
def expOrbital (t : ℝ) : Fin 1 → Fin 1 → ℝ := fun _ _ => Real.exp t
```

Its energy is $\tfrac12+e^{(2-2\kappa)t}$: constant at $\tfrac32$ for $\kappa=1$, and growing as $\tfrac12+e^{2t}$ for $\kappa=0$. The Hamiltonian depends on $\kappa$, so these are two different systems. The proof substitutes the functions into each condition and combines the exponentials with `k1` and `k2`.

```lean
/-- For every `κ`, the orbital `exp t` in the cell `h = t` solves the equations of motion with
`H = exp(-2κh) - 1`, `S = exp(-2h)`, multiplier `exp((2-2κ)t)` and unit masses, and its energy is
`1/2 + exp((2-2κ)t)`. -/
theorem cellTrajectory_witness (κ : ℝ) :
    IsCellTrajectory κ 1 1 (scalarOp fun x => Real.exp (-2 * κ * x) - 1)
      (scalarOp fun x => -2 * κ * Real.exp (-2 * κ * x)) (scalarOp fun x => Real.exp (-2 * x))
      (scalarOp fun x => -2 * Real.exp (-2 * x)) (scalarOp fun t => Real.exp ((2 - 2 * κ) * t))
      expOrbital expOrbital expOrbital (fun t => t) (fun _ => 1) (fun _ => 0) ∧
    ∀ t, energy 1 1 (scalarOp fun x => Real.exp (-2 * κ * x) - 1) expOrbital expOrbital
      (fun t => t) (fun _ => 1) t = 1 / 2 + Real.exp ((2 - 2 * κ) * t) := by
  have e : ∀ k x : ℝ, HasDerivAt (fun y : ℝ => Real.exp (k * y)) (k * Real.exp (k * x)) x :=
    fun k x => (HasDerivAt.exp ((hasDerivAt_id' x).const_mul k)).congr_deriv (by ring)
  have k1 : ∀ t : ℝ, Real.exp ((2 - 2 * κ) * t) * Real.exp (-2 * t) = Real.exp (-2 * κ * t) := by
    intro t
    rw [← Real.exp_add]
    congr 1
    ring
  have k2 : ∀ t : ℝ, Real.exp t * (Real.exp (-2 * t) * Real.exp t) = 1 := by
    intro t
    rw [← Real.exp_add, ← Real.exp_add, show t + (-2 * t + t) = 0 by ring, Real.exp_zero]
  have hc : ∀ (t : ℝ) (i : Fin 1), HasDerivAt (fun s => expOrbital s i) (expOrbital t i) t :=
    fun t _ => hasDerivAt_pi.2 fun _ => Real.hasDerivAt_exp t
  refine ⟨{
    H_symm := fun _ => Matrix.IsSymm.ext fun _ _ => rfl
    S_symm := fun _ => Matrix.IsSymm.ext fun _ _ => rfl
    L_symm := fun _ => Matrix.IsSymm.ext fun _ _ => rfl
    H_deriv := fun x _ _ => (e (-2 * κ) x).sub_const 1
    S_deriv := fun x _ _ => e (-2) x
    c_deriv := hc
    v_deriv := hc
    h_deriv := fun t => hasDerivAt_id' t
    w_deriv := fun t => hasDerivAt_const t 1
    orbital_eq := ?_
    cell_eq := ?_
    ortho := ?_ }, ?_⟩
  · intro t i
    ext k
    simp only [scalarOp, expOrbital, Pi.smul_apply, Pi.add_apply, Pi.neg_apply,
      Matrix.mulVec, dotProduct, Matrix.of_apply, Finset.univ_unique, Finset.sum_singleton,
      smul_eq_mul]
    linear_combination (-Real.exp t) * k1 t
  · intro t
    simp only [overlapForce, braket, scalarOp, expOrbital, Matrix.mulVec, dotProduct,
      Matrix.of_apply, Finset.univ_unique, Finset.sum_singleton]
    linear_combination 2 * κ * Real.exp t ^ 2 * k1 t
  · intro t i j
    obtain rfl := Subsingleton.elim i j
    simp only [braket, scalarOp, expOrbital, Matrix.mulVec, dotProduct, Matrix.of_apply,
      Finset.univ_unique, Finset.sum_singleton, Matrix.one_apply_eq]
    exact k2 t
  · intro t
    simp only [energy, braket, scalarOp, expOrbital, Matrix.mulVec, dotProduct, Matrix.of_apply,
      Finset.univ_unique, Finset.sum_singleton]
    linear_combination (-Real.exp t ^ 2) * k1 t + Real.exp ((2 - 2 * κ) * t) * k2 t

end

end UltrasoftVariableCell
```

```lean
#print axioms UltrasoftVariableCell.energy_conserved
-- 'UltrasoftVariableCell.energy_conserved' depends on axioms: [propext, Classical.choice, Quot.sound]
#print axioms UltrasoftVariableCell.energy_drift
-- 'UltrasoftVariableCell.energy_drift' depends on axioms: [propext, Classical.choice, Quot.sound]
```
